# A Uniform Potential $V$ Enters a Non-orthogonal Basis as $VS$, Not as $V$ Times the Identity

## Two overlapping basis functions

Take two normalised basis functions $\varphi_0$ and $\varphi_1$ with real overlap $s$, where $0<s<1$. Both have on-site energy $e$, and the Hamiltonian couples them by $h$. A state with coefficients $u=(u_0,u_1)$ and energy $E$ satisfies $Hu=ESu$, where

$$
H=\begin{pmatrix}e&h\\h&e\end{pmatrix},\qquad
S=\begin{pmatrix}1&s\\s&1\end{pmatrix}.
$$

Now add a number $V$ to both diagonal entries of $H$, as one would for a uniform potential in an orthonormal basis. The two equations become

$$
(e+V)u_0+hu_1=E(u_0+su_1),\qquad hu_0+(e+V)u_1=E(su_0+u_1).
$$

Their sum and difference are

$$
\bigl(e+h+V-E(1+s)\bigr)(u_0+u_1)=0,\qquad
\bigl(e-h+V-E(1-s)\bigr)(u_0-u_1)=0.
$$

Since $u\neq0$, the combinations $u_0+u_1$ and $u_0-u_1$ cannot both vanish, so at least one of the other two factors does. The only possible energies are

$$
E_+=\frac{e+h}{1+s}+\frac{V}{1+s},\qquad
E_-=\frac{e-h}{1-s}+\frac{V}{1-s},
$$

and the vectors $(1,1)$ and $(1,-1)$ realise them. With $V=0.3$ eV and $s=0.25$, the even level rises by $0.24$ eV and the odd level by $0.40$ eV. A constant potential should raise both by $0.3$ eV.

The error lies in the matrix that was added. A constant potential has matrix elements $\langle\varphi_i|V|\varphi_j\rangle=VS_{ij}$, including off-diagonal ones wherever the functions overlap. Adding $VS$ contributes $V(1\pm s)$ in place of $V$ to the numerators, and both shifts become $V$.

The same factors appear in the normalisation. With $u^\dagger Su=1$, the two states are $(1,\pm1)/\sqrt{2(1\pm s)}$, and their coefficients satisfy $u^\dagger u=1/(1\pm s)$. The matrix $V\cdot1$ therefore has expectation value $V/(1\pm s)$, while $VS$ has expectation value $V$.

## Which corrections shift every level and keep every orbital

Let $H$ be a Hermitian matrix and $S$ a positive definite one, both of the same finite size. Positive definiteness expresses the linear independence of the basis functions. Call a nonzero $u$ with $Hu=ESu$ an orbital of energy $E$. A correction $W$ to $H$ turns every orbital, whatever its energy $E$, into an orbital of energy $E+V$ with the same $u$ if and only if $W=VS$.

One direction is a cancellation. The equation $(H+VS)u=(E+V)Su$ has $VSu$ on both sides, and removing it leaves $Hu=ESu$. Likewise,

$$
(E+V)S-(H+VS)=ES-H,
$$

so a matrix $G$ with $(ES-H)G=1$, the Green function at energy $E$, is also the Green function of the shifted Hamiltonian at $E+V$.

For the other direction, suppose that $W$ shifts every orbital by $V$. Then $Hu+Wu=ESu+VSu$, and $Hu=ESu$ gives $(W-VS)u=0$ for every orbital $u$. It remains to show that a matrix $D$ which annihilates all orbitals is zero.

Factor the overlap as $S=B^\dagger B$. Since $\det S=|\det B|^2>0$, the matrix $B$ is invertible. The matrix $A=(B^{-1})^\dagger HB^{-1}$ is Hermitian and has an orthonormal basis of eigenvectors $v_j$, with $Av_j=\varepsilon_jv_j$. Set $u_j=B^{-1}v_j$, which is nonzero. Because $B^\dagger(B^{-1})^\dagger=1$,

$$
Hu_j=B^\dagger Av_j=\varepsilon_jB^\dagger v_j=\varepsilon_jB^\dagger Bu_j=\varepsilon_jSu_j .
$$

Each $u_j$ is thus an orbital, so $DB^{-1}v_j=Du_j=0$ for all $j$. The $v_j$ form a basis, hence $DB^{-1}=0$ and $D=0$. With $D=W-VS$ this gives $W=VS$.

Finally, let $W=V\cdot1$ with $V\neq0$. An orbital $u$ of energy $E$ satisfies $(H+V\cdot1)u=ESu+Vu$. This equals $(E+V)Su$ exactly when $Vu=VSu$, that is, when $Su=u$. In the two-site example $Su=(1\pm s)u$, so neither orbital passes for $s\neq0$.

## Aligning a lead with the device region

In a Green function device simulation the lead is often computed separately as a bulk crystal, whose zero of potential need not agree with that of the device region. Suppose the potential energy of an electron in the lead must be raised by $V=0.3$ eV to match. In a basis of localised functions, with cells chosen large enough that only neighbouring ones couple or overlap, the lead is described by the blocks $H_{00}$ and $S_{00}$ within a cell and $H_{01}$ and $S_{01}$ between neighbouring cells. The correction is

$$
H_{00}\to H_{00}+VS_{00},\qquad H_{01}\to H_{01}+VS_{01},
$$

with the reverse coupling treated in the same way. The coupling blocks change too, because basis functions in neighbouring cells overlap. The equation for the surface Green function contains these blocks only in the combinations $ES_{ij}-H_{ij}$, so the aligned lead at energy $E$ uses the surface Green function of the original lead at $E-V$. For finite matrices and a constant $V$, this is the Green function identity derived above.

## Orbitals and Green functions as Lean predicates

```lean
import Mathlib

open Matrix
open scoped ComplexOrder MatrixOrder

namespace LeadPotentialAlignment

variable {n : Type*} [Fintype n] [DecidableEq n]
```

The type `n` labels the basis functions. It is finite, so a semi-infinite lead enters only through a finite truncation.

```lean
/-- The nonzero vector `u` is an orbital of energy `E` for the Hamiltonian `H` in a basis with
overlap matrix `S`: it solves `H u = E S u`. -/
def IsOrbital (H S : Matrix n n ℂ) (E : ℂ) (u : n → ℂ) : Prop :=
  u ≠ 0 ∧ H *ᵥ u = E • (S *ᵥ u)
```

`IsOrbital H S E u` is the generalised eigenvalue equation together with $u\neq0$. The symbol `*ᵥ` applies a matrix to a vector, and `•` multiplies by a number. The energy is allowed to be complex, and `u` need not be normalised.

```lean
/-- The matrix `G` is the Green function at energy `E`: it solves `(E S - H) G = 1`. -/
def IsGreen (H S : Matrix n n ℂ) (E : ℂ) (G : Matrix n n ℂ) : Prop :=
  (E • S - H) * G = 1
```

`IsGreen` describes the Green function by its defining equation. For finite square matrices a right inverse is also a left inverse, so at most one `G` satisfies it, and at an energy where $ES-H$ is singular none does. A retarded Green function at finite broadening $\eta$ corresponds to the complex energy $E+i\eta$, with the broadening multiplying $S$.

## The cancellation for orbitals and Green functions

```lean
omit [DecidableEq n] in
/-- Adding `V S` to the Hamiltonian raises the energy of each orbital by `V` and leaves the
orbital itself unchanged; all orbitals of the new Hamiltonian arise in this way. -/
theorem overlap_shift (H S : Matrix n n ℂ) (V E : ℂ) (u : n → ℂ) :
    IsOrbital (H + V • S) S (E + V) u ↔ IsOrbital H S E u := by
  unfold IsOrbital
  rw [add_mulVec, smul_mulVec, add_smul, add_left_inj]
```

The statement is an equivalence: `u` is an orbital of the corrected Hamiltonian at `E + V` exactly when it is an orbital of the original one at `E`. No orbital is lost and none is added. Neither Hermiticity of `H` nor positivity of `S` is assumed. The rewriting expands both sides, and `add_left_inj` removes the common term $VSu$.

```lean
/-- A matrix `G` is the Green function of the Hamiltonian `H + V S` at energy `E + V` if and only if
it is the Green function of `H` at energy `E`, both with overlap matrix `S`. -/
theorem green_shift (H S : Matrix n n ℂ) (V E : ℂ) (G : Matrix n n ℂ) :
    IsGreen (H + V • S) S (E + V) G ↔ IsGreen H S E G := by
  have h : (E + V) • S - (H + V • S) = E • S - H := by
    rw [add_smul]
    abel
  unfold IsGreen
  rw [h]
```

Here `h` is the matrix identity $(E+V)S-(H+VS)=ES-H$. Once it is substituted, the two defining equations coincide.

## Completeness of the orbitals

```lean
/-- For a Hermitian Hamiltonian and a positive definite overlap matrix the orbitals are complete:
a matrix that annihilates all of them is zero. -/
theorem orbitals_complete {H S D : Matrix n n ℂ} (hH : H.IsHermitian) (hS : S.PosDef)
    (hD : ∀ E u, IsOrbital H S E u → D *ᵥ u = 0) : D = 0 := by
  -- factor the overlap and pass to an orthonormal basis
  obtain ⟨B, hB'⟩ := CStarAlgebra.nonneg_iff_eq_star_mul_self.mp
    (Matrix.nonneg_iff_posSemidef.mpr hS.posSemidef)
  have hB : S = Bᴴ * B := hB'
  have hdet : IsUnit B.det := by
    rw [isUnit_iff_ne_zero]
    intro h0
    have h := hS.det_pos
    rw [hB, det_mul, h0, mul_zero] at h
    exact lt_irrefl _ h
  have hBC : B * B⁻¹ = 1 := mul_nonsing_inv B hdet
  have hCB : Bᴴ * (B⁻¹)ᴴ = 1 := by
    rw [← conjTranspose_mul, nonsing_inv_mul B hdet, conjTranspose_one]
  have hA : ((B⁻¹)ᴴ * H * B⁻¹).IsHermitian := isHermitian_conjTranspose_mul_mul _ hH
  -- each eigenvector of the transformed Hamiltonian gives an orbital
  have key : ∀ j, (D * B⁻¹) *ᵥ (hA.eigenvectorBasis j).ofLp = 0 := by
    intro j
    let v : n → ℂ := (hA.eigenvectorBasis j).ofLp
    have hev : ((B⁻¹)ᴴ * H * B⁻¹) *ᵥ v = ((hA.eigenvalues j : ℝ) : ℂ) • v :=
      (hA.mulVec_eigenvectorBasis j).trans (by ext i; simp [v])
    have hv0 : v ≠ 0 := by
      intro h
      apply hA.eigenvectorBasis.orthonormal.ne_zero j
      ext i
      exact congrFun h i
    rw [← mulVec_mulVec]
    apply hD ((hA.eigenvalues j : ℝ) : ℂ) (B⁻¹ *ᵥ v)
    refine ⟨fun h => hv0 ?_, ?_⟩
    · calc v = (B * B⁻¹) *ᵥ v := by rw [hBC, one_mulVec]
        _ = 0 := by rw [← mulVec_mulVec, h, mulVec_zero]
    · calc H *ᵥ (B⁻¹ *ᵥ v) = (Bᴴ * (B⁻¹)ᴴ) *ᵥ (H *ᵥ (B⁻¹ *ᵥ v)) := by
            rw [hCB, one_mulVec]
        _ = Bᴴ *ᵥ (((B⁻¹)ᴴ * H * B⁻¹) *ᵥ v) := by
            simp only [mulVec_mulVec, Matrix.mul_assoc]
        _ = ((hA.eigenvalues j : ℝ) : ℂ) • (Bᴴ *ᵥ ((B * B⁻¹) *ᵥ v)) := by
            rw [hev, mulVec_smul, hBC, one_mulVec]
        _ = ((hA.eigenvalues j : ℝ) : ℂ) • (S *ᵥ (B⁻¹ *ᵥ v)) := by
            rw [hB]
            simp only [mulVec_mulVec, Matrix.mul_assoc]
  -- a linear map that vanishes on a basis is zero
  have hlin : (D * B⁻¹).mulVecLin ∘ₗ (WithLp.linearEquiv 2 ℂ (n → ℂ)).toLinearMap = 0 :=
    hA.eigenvectorBasis.toBasis.ext fun j => by
      rw [OrthonormalBasis.coe_toBasis]
      exact key j
  have hzero : D * B⁻¹ = 0 := by
    ext i j
    have h : (D * B⁻¹) *ᵥ Pi.single j 1 = 0 :=
      LinearMap.congr_fun hlin (WithLp.toLp 2 (Pi.single j 1))
    simpa [mulVec_single_one] using congrFun h i
  calc D = D * B⁻¹ * B := by
        rw [Matrix.mul_assoc, nonsing_inv_mul B hdet, Matrix.mul_one]
    _ = 0 := by rw [hzero, Matrix.zero_mul]
```

The hypothesis `hD` says that `D` annihilates every orbital, whatever its energy, and the conclusion is `D = 0`. The proof follows the derivation above. The factor `B` comes from the fact that a non-negative element of a C*-algebra has the form $B^\dagger B$, and `hdet` obtains its invertibility from the positive determinant of `S`. `hBC` and `hCB` record $BB^{-1}=1$ and $B^\dagger(B^{-1})^\dagger=1$, and `hA` states that the transformed Hamiltonian is Hermitian.

Within `key`, the vector `v` is one of the eigenvectors $v_j$ and `hev` is its eigenvalue equation. The two `calc` blocks show that $B^{-1}v$ is nonzero and that it solves the generalised equation, so `hD` applies to it. Then `hlin` extends the vanishing from the eigenvector basis to all vectors, `hzero` reads off the matrix entries by applying $DB^{-1}$ to unit vectors, and the last lines multiply by `B`.

Positive semidefiniteness of `S` would not be enough. For the $1\times1$ matrices $H=1$ and $S=0$ there are no orbitals at all, and every `D` meets the hypothesis.

## The rigid shift characterised

```lean
/-- For a Hermitian Hamiltonian and a positive definite overlap matrix, a correction `W` raises
the energy of every orbital by `V`, with the orbital unchanged, if and only if `W = V S`. -/
theorem rigid_shift_iff {H S : Matrix n n ℂ} (hH : H.IsHermitian) (hS : S.PosDef)
    (W : Matrix n n ℂ) (V : ℂ) :
    (∀ E u, IsOrbital H S E u → IsOrbital (H + W) S (E + V) u) ↔ W = V • S := by
  constructor
  · intro h
    -- the difference of the two corrections annihilates every orbital
    refine sub_eq_zero.mp (orbitals_complete hH hS fun E u hu => ?_)
    have h1 := (h E u hu).2
    rw [add_mulVec, hu.2, add_smul, add_right_inj] at h1
    rw [sub_mulVec, smul_mulVec, h1, sub_self]
  · rintro rfl E u hu
    exact (overlap_shift H S V E u).2 hu
```

The left-hand side quantifies over all energies and all orbitals of the original problem. `W` is an arbitrary complex matrix, not assumed Hermitian, and `V` is a given complex number; a physical potential is the case of real `V`. How large `V` must be for a particular lead is a question of electrostatics that the theorem does not address.

In the forward direction, `h1` is the equation $Wu=VSu$ for one orbital, obtained by cancelling $ESu$, and `orbitals_complete` is applied to $W-VS$. The reverse direction is `overlap_shift`.

```lean
/-- Adding `V` times the identity, with `V ≠ 0`, raises the energy of a given orbital `u` by `V`
with `u` unchanged if and only if `S u = u`. -/
theorem identity_shift_iff {H S : Matrix n n ℂ} {V E : ℂ} {u : n → ℂ}
    (hu : IsOrbital H S E u) (hV : V ≠ 0) :
    IsOrbital (H + V • (1 : Matrix n n ℂ)) S (E + V) u ↔ S *ᵥ u = u := by
  constructor
  · intro h
    have h1 := h.2
    rw [add_mulVec, smul_mulVec, one_mulVec, hu.2, add_smul, add_right_inj] at h1
    exact (smul_right_injective _ hV h1).symm
  · intro h
    refine ⟨hu.1, ?_⟩
    rw [add_mulVec, smul_mulVec, one_mulVec, hu.2, add_smul, h]
```

This theorem concerns one given orbital and asks whether the same vector `u` solves the new problem at `E + V`. Cancelling $ESu$ leaves $Vu=VSu$, and `smul_right_injective` divides by the nonzero `V`. As in `overlap_shift`, `H` and `S` are arbitrary.

## The two-site spectrum

```lean
/-- The symmetric two-site matrix with diagonal entries `a` and off-diagonal entries `b`. -/
def dimer (a b : ℂ) : Matrix (Fin 2) (Fin 2) ℂ := !![a, b; b, a]
```

The Hamiltonian of the opening example is `dimer e h` and its overlap matrix is `dimer 1 s`. The sites carry the indices 0 and 1.

```lean
/-- The even and odd vectors `(1, 1)` and `(1, -1)` are eigenvectors of `dimer a b`, with
eigenvalues `a + b` and `a - b` respectively. -/
theorem dimer_modes (a b : ℂ) :
    dimer a b *ᵥ ![1, 1] = (a + b) • ![1, 1] ∧
      dimer a b *ᵥ ![1, -1] = (a - b) • ![1, -1] := by
  constructor <;> ext i <;> fin_cases i <;>
    simp [dimer, Matrix.mulVec, dotProduct, Fin.sum_univ_two] <;> ring
```

The even and odd vectors are written without normalisation. They are eigenvectors of every matrix of this form, so $H$, $S$ and the identity act on each of them as numbers. This is why adding $V\cdot1$ changes the energies here but leaves the two vectors in place.

```lean
/-- For overlap `|s| < 1`, the two-site Hamiltonian with `V` times the identity added has exactly
the levels `(e+h)/(1+s)`, shifted by `V/(1+s)`, and `(e-h)/(1-s)`, shifted by `V/(1-s)`. -/
theorem dimer_levels (e h V E : ℂ) {s : ℝ} (hs : |s| < 1) :
    (∃ u, IsOrbital (dimer e h + V • 1) (dimer 1 s) E u) ↔
      E = (e + h) / (1 + s) + V / (1 + s) ∨ E = (e - h) / (1 - s) + V / (1 - s) := by
  have hp : (1 + (s : ℂ)) ≠ 0 := by
    exact_mod_cast (show (0 : ℝ) < 1 + s by linarith [(abs_lt.mp hs).1]).ne'
  have hm : (1 - (s : ℂ)) ≠ 0 := by
    exact_mod_cast (show (0 : ℝ) < 1 - s by linarith [(abs_lt.mp hs).2]).ne'
  constructor
  · rintro ⟨u, hu0, hu⟩
    have h0 := congrFun hu 0
    have h1 := congrFun hu 1
    simp [dimer, Matrix.mulVec, dotProduct, Fin.sum_univ_two, Matrix.one_apply] at h0 h1
    -- the sum and the difference of the two equations decouple
    have hsum : (e + h + V - E * (1 + s)) * (u 0 + u 1) = 0 := by linear_combination h0 + h1
    have hdiff : (e - h + V - E * (1 - s)) * (u 0 - u 1) = 0 := by linear_combination h0 - h1
    rcases mul_eq_zero.mp hsum with k | kp
    · left
      rw [← add_div, eq_div_iff hp]
      linear_combination -k
    · rcases mul_eq_zero.mp hdiff with k | km
      · right
        rw [← add_div, eq_div_iff hm]
        linear_combination -k
      · refine absurd ?_ hu0
        ext i
        fin_cases i
        · show u 0 = 0
          linear_combination (kp + km) / 2
        · show u 1 = 0
          linear_combination (kp - km) / 2
  -- the even and the odd combination realise the two levels
  · rintro (rfl | rfl)
    · refine ⟨![1, 1], fun k => by simpa using congrFun k 0, ?_⟩
      rw [add_mulVec, smul_mulVec, one_mulVec, (dimer_modes e h).1, (dimer_modes 1 s).1,
        smul_smul, ← add_smul, ← add_div, div_mul_cancel₀ _ hp]
    · refine ⟨![1, -1], fun k => by simpa using congrFun k 0, ?_⟩
      rw [add_mulVec, smul_mulVec, one_mulVec, (dimer_modes e h).2, (dimer_modes 1 s).2,
        smul_smul, ← add_smul, ← add_div, div_mul_cancel₀ _ hm]

end LeadPotentialAlignment
```

The theorem lists all the energies at which the corrected problem has an orbital. Setting `V` to zero gives the original levels, and comparison yields the shifts $V/(1+s)$ and $V/(1-s)$. The condition `|s| < 1` holds for two normalised, linearly independent functions; the proof uses it in `hp` and `hm` to make both denominators nonzero. Negative overlaps are included, and at $s=0$ both shifts equal $V$.

In the first half, `hsum` and `hdiff` are the sum and difference equations. The case distinction either fixes the energy or makes both combinations of coefficients vanish, which contradicts $u\neq0$. The second half inserts `![1, 1]` and `![1, -1]` and uses `dimer_modes` to confirm that both levels occur.

```lean
#print axioms LeadPotentialAlignment.green_shift
#print axioms LeadPotentialAlignment.rigid_shift_iff
#print axioms LeadPotentialAlignment.identity_shift_iff
#print axioms LeadPotentialAlignment.dimer_levels
```

```
'LeadPotentialAlignment.green_shift' depends on axioms: [propext, Classical.choice, Quot.sound]
'LeadPotentialAlignment.rigid_shift_iff' depends on axioms: [propext, Classical.choice, Quot.sound]
'LeadPotentialAlignment.identity_shift_iff' depends on axioms: [propext, Classical.choice, Quot.sound]
'LeadPotentialAlignment.dimer_levels' depends on axioms: [propext, Classical.choice, Quot.sound]
```
